# At nonzero coupling, neglecting the split-off band underestimates the three-band Kane conduction energy

Let $g \ge 0$ be the band gap, $D > 0$ the spin-orbit splitting and $p \ne 0$ the interband coupling of the three-state Kane Hamiltonian. This Hamiltonian has exactly one energy $E(D)$ above $g$. With $g$ and $p$ held fixed, $E(D)$ strictly decreases as $D$ grows, and
$$E(D) \to e = \tfrac12\Big(g + \sqrt{g^2 + \tfrac83 p^2}\Big) \quad (D \to \infty), \qquad 0 < E(D) - e < \frac{p^2}{3(D+g)}.$$
The limit $e$ is the conduction energy obtained when the split-off state is deleted. For $k\cdot p$ band-structure work this gives the sign of the truncation error and a bound on it, within a model that has no remote bands and no free-electron kinetic term.

```lean
import Mathlib

open Filter Topology

namespace KaneSplitOff

noncomputable section
```

## The Hamiltonian at one wave vector

Energies are measured from the top of the valence band. In the order conduction, light-hole, split-off, and with phases chosen so that the couplings are real,
$$H = \begin{pmatrix} g & \sqrt{2/3}\,p & \sqrt{1/3}\,p \\ \sqrt{2/3}\,p & 0 & 0 \\ \sqrt{1/3}\,p & 0 & -D \end{pmatrix}.$$
The number $p$ is the momentum matrix element times the wave number, in energy units, so $p \ne 0$ means a point away from the band edge. The conduction state couples to the valence orbital that transforms like the coordinate along the wave vector. This orbital has weight $2/3$ in the light-hole state and $1/3$ in the split-off state. These weights are input to the model. The heavy-hole state does not couple and is left out.

```lean
/-- The Kane Hamiltonian in the conduction, light-hole and split-off states, with gap `g`,
spin-orbit splitting `D` and interband coupling `p` (momentum matrix element times wave number). -/
def kaneHamiltonian (g D p : ℝ) : Matrix (Fin 3) (Fin 3) ℝ :=
  !![g, Real.sqrt (2 / 3) * p, Real.sqrt (1 / 3) * p;
     Real.sqrt (2 / 3) * p, 0, 0;
     Real.sqrt (1 / 3) * p, 0, -D]
```

A conduction energy is a real $E > g$ with $\det(E - H) = 0$. In Lean this is a predicate on $E$, and it presupposes neither that such an energy exists nor that there is only one. The inequality is strict: at $p = 0$ the conduction level sits exactly at $g$ and the predicate has no solution.

```lean
/-- `E` is a conduction energy if it lies above the band edge `g` and solves the secular
equation of the Kane Hamiltonian. -/
def IsConductionEnergy (g D p E : ℝ) : Prop :=
  g < E ∧ (E • (1 : Matrix (Fin 3) (Fin 3) ℝ) - kaneHamiltonian g D p).det = 0
```

The two-band value $e$ is defined by its closed formula. Its link to the truncated Hamiltonian is proved further down.

```lean
/-- The closed two-band expression for the conduction energy. -/
def twoBandEnergy (g p : ℝ) : ℝ := (g + Real.sqrt (g ^ 2 + 8 * p ^ 2 / 3)) / 2
```

## The determinant gives Kane's cubic

Expanding the determinant gives
$$\det(E - H) = E(E-g)(E+D) - \tfrac23 p^2 (E+D) - \tfrac13 p^2 E .$$
Collecting the terms in $p^2$ gives the cubic
$$F_D(E) = E(E-g)(E+D) - p^2\big(E + \tfrac23 D\big).$$
The Lean proof replaces the two square roots by letters `a` and `b`, of which only the squares $2/3$ and $1/3$ are known. It then expands the determinant, and `linear_combination` inserts the squares.

```lean
/-- The secular determinant of the Kane Hamiltonian is Kane's cubic in the energy. -/
theorem kane_secular (g D p E : ℝ) :
    (E • (1 : Matrix (Fin 3) (Fin 3) ℝ) - kaneHamiltonian g D p).det =
      E * (E - g) * (E + D) - p ^ 2 * (E + 2 * D / 3) := by
  have h1 : Real.sqrt (2 / 3) ^ 2 = 2 / 3 := Real.sq_sqrt (by norm_num)
  have h2 : Real.sqrt (1 / 3) ^ 2 = 1 / 3 := Real.sq_sqrt (by norm_num)
  unfold kaneHamiltonian
  generalize Real.sqrt (2 / 3) = a at h1 ⊢
  generalize Real.sqrt (1 / 3) = b at h2 ⊢
  simp [Matrix.det_fin_three]
  linear_combination (-(p ^ 2 * (E + D))) * h1 - p ^ 2 * E * h2
```

## Once nonnegative above the gap, the cubic stays positive

Let $g < a < b$ and $F_D(a) \ge 0$, and write $c = \tfrac23 D$. The ratio $E(E+D)/(E+c)$ increases for $E > 0$, because
$$b(b+D)(a+c) - a(a+D)(b+c) = (b-a)\big(ab + c(a+b) + \tfrac23 D^2\big) > 0 .$$
Since also $0 < a - g < b - g$, multiplication gives
$$(a-g)\,a(a+D)(b+c) < (b-g)\,b(b+D)(a+c).$$
The assumption $F_D(a) \ge 0$, multiplied by $b + c$, says that the left side is at least $p^2(a+c)(b+c)$. Hence $F_D(b)(a+c) > 0$, and so $F_D(b) > 0$.

In the code `hXY` is the increasing ratio in cross-multiplied form, `hm` the product inequality and `hF` the positivity of $F_D(b)(a+c)$.

```lean
/-- For `g ≥ 0` and `D > 0`, if Kane's cubic is nonnegative at an energy above `g`, it is
positive at every higher energy. -/
theorem secular_pos_above {g D p a b : ℝ} (hg : 0 ≤ g) (hD : 0 < D) (ha : g < a) (hab : a < b)
    (h : 0 ≤ a * (a - g) * (a + D) - p ^ 2 * (a + 2 * D / 3)) :
    0 < b * (b - g) * (b + D) - p ^ 2 * (b + 2 * D / 3) := by
  have ha0 : 0 < a := lt_of_le_of_lt hg ha
  have hb0 : 0 < b := ha0.trans hab
  have hd : 0 < (b - a) * (a * b + 2 * D / 3 * (a + b) + 2 * D ^ 2 / 3) :=
    mul_pos (sub_pos.2 hab) (by positivity)
  have hXY : a * (a + D) * (b + 2 * D / 3) < b * (b + D) * (a + 2 * D / 3) := by
    nlinarith [hd]
  have hY : 0 ≤ a * (a + D) * (b + 2 * D / 3) := by positivity
  have hm : (a - g) * (a * (a + D) * (b + 2 * D / 3)) <
      (b - g) * (b * (b + D) * (a + 2 * D / 3)) :=
    mul_lt_mul'' (by linarith) hXY (by linarith) hY
  -- cross-multiplication eliminates the coupling
  have hb' : 0 ≤ b + 2 * D / 3 := by positivity
  have ha' : 0 < a + 2 * D / 3 := by positivity
  have hF : 0 < (b * (b - g) * (b + D) - p ^ 2 * (b + 2 * D / 3)) * (a + 2 * D / 3) := by
    nlinarith [hm, mul_nonneg h hb']
  exact (mul_pos_iff_of_pos_right ha').1 hF
```

## One conduction energy for each splitting

At the band edge $F_D(g) = -p^2(g + \tfrac23 D) < 0$. At $E = g + p^2 + 1$, with all quantities as numbers in a fixed energy unit,
$$F_D(E) = \big((g+p^2)(p^2+1) + 1\big)(E + D) + \tfrac13 p^2 D > 0 .$$
The intermediate value theorem gives a zero between the two points, and it is not $g$ itself because $F_D(g) \ne 0$. If there were two zeros above $g$, the previous lemma applied to the lower one would make $F_D$ positive at the upper one, which is a contradiction. The Lean proof runs this argument for both orderings of the two zeros.

```lean
/-- For `g ≥ 0`, `D > 0` and nonzero coupling, the Kane Hamiltonian has exactly one
conduction energy. -/
theorem existsUnique_conductionEnergy {g D p : ℝ} (hg : 0 ≤ g) (hD : 0 < D) (hp : p ≠ 0) :
    ∃! E, IsConductionEnergy g D p E := by
  have hs : 0 < p ^ 2 := by positivity
  let f : ℝ → ℝ := fun E => E * (E - g) * (E + D) - p ^ 2 * (E + 2 * D / 3)
  have hf : Continuous f := by
    dsimp only [f]
    fun_prop
  have hlow : f g < 0 := by
    have : 0 < p ^ 2 * (g + 2 * D / 3) := by positivity
    dsimp only [f]
    nlinarith [this]
  have hhigh : 0 ≤ f (g + p ^ 2 + 1) := by
    have h : f (g + p ^ 2 + 1) =
        ((g + p ^ 2) * (p ^ 2 + 1) + 1) * (g + p ^ 2 + 1 + D) + p ^ 2 * (D / 3) := by
      dsimp only [f]
      ring
    rw [h]
    positivity
  -- the cubic changes sign above the band edge
  obtain ⟨E, hE, hE0⟩ := intermediate_value_Icc (by linarith : g ≤ g + p ^ 2 + 1)
    hf.continuousOn ⟨hlow.le, hhigh⟩
  have hgE : g < E := by
    refine lt_of_le_of_ne hE.1 ?_
    intro h
    rw [← h] at hE0
    linarith
  refine ⟨E, ⟨hgE, (kane_secular g D p E).trans hE0⟩, ?_⟩
  rintro y ⟨hy, hy0⟩
  rw [kane_secular] at hy0
  have hE1 : E * (E - g) * (E + D) - p ^ 2 * (E + 2 * D / 3) = 0 := hE0
  rcases lt_trichotomy y E with h | h | h
  · linarith [secular_pos_above hg hD hy h hy0.ge]
  · exact h
  · linarith [secular_pos_above hg hD hgE h hE1.ge]
```

## Deleting the split-off state

Without the split-off row and column the secular equation is
$$E(E-g) - \tfrac23 p^2 = 0, \qquad\text{that is,}\qquad (2E-g)^2 = g^2 + \tfrac83 p^2 .$$
For $E > g \ge 0$ the number $2E - g$ is positive, so taking the root gives $E = e$. Reading the steps backwards gives the converse.

In the statement, `submatrix ![0, 1] ![0, 1]` keeps the rows and columns with indices 0 and 1, the conduction and light-hole states. The splitting `D` still appears as an argument, but it drops out of the determinant. The theorem is an equivalence for energies above $g$; that $e$ itself lies above $g$ when $p \ne 0$ is shown as `he` in the next proof.

```lean
/-- For `g ≥ 0`, deleting the split-off row and column from the secular determinant leaves
`twoBandEnergy` as the only possible solution above `g`. -/
theorem twoBand_secular_iff {g p E : ℝ} (D : ℝ) (hg : 0 ≤ g) (hE : g < E) :
    ((E • (1 : Matrix (Fin 3) (Fin 3) ℝ) - kaneHamiltonian g D p).submatrix
      ![0, 1] ![0, 1]).det = 0 ↔ E = twoBandEnergy g p := by
  have hdet : ((E • (1 : Matrix (Fin 3) (Fin 3) ℝ) - kaneHamiltonian g D p).submatrix
      ![0, 1] ![0, 1]).det = E * (E - g) - 2 * p ^ 2 / 3 := by
    have h1 : Real.sqrt (2 / 3) ^ 2 = 2 / 3 := Real.sq_sqrt (by norm_num)
    unfold kaneHamiltonian
    generalize Real.sqrt (2 / 3) = a at h1 ⊢
    rw [Matrix.det_fin_two]
    simp [Matrix.submatrix_apply]
    linear_combination (-p ^ 2) * h1
  rw [hdet]
  unfold twoBandEnergy
  constructor
  · intro h
    have hq : g ^ 2 + 8 * p ^ 2 / 3 = (2 * E - g) ^ 2 := by linear_combination (-4) * h
    rw [hq, Real.sqrt_sq (by linarith)]
    ring
  · intro h
    have hq : Real.sqrt (g ^ 2 + 8 * p ^ 2 / 3) ^ 2 = g ^ 2 + 8 * p ^ 2 / 3 :=
      Real.sq_sqrt (by positivity)
    have hr : Real.sqrt (g ^ 2 + 8 * p ^ 2 / 3) = 2 * E - g := by linarith
    rw [hr] at hq
    linear_combination hq / 4
```

## The sign and size of the error

Let $E$ be the conduction energy at splitting $D$. Its equation can be written as
$$E(E-g)(E+D) = \tfrac23 p^2(E+D) + \tfrac13 p^2 E .$$
Subtracting $e(e-g) = \tfrac23 p^2$, multiplied by $E + D$, leaves
$$(E-e)(E+e-g)(E+D) = \tfrac13 p^2 E .$$
The right side and the last two factors on the left are positive, so $E > e$. Because $e > g$, the middle factor exceeds $E$, and therefore $(E-e)(E+D) < \tfrac13 p^2$. Replacing $E$ by the smaller $g$ in the second factor gives
$$E - e < \frac{p^2}{3(D+g)} .$$
The bound has the form of a second-order level shift: the squared coupling $p^2/3$ to the split-off state, divided by the distance $g + D$ between the two diagonal energies.

The subtracted equation is `key`, the sign of the error is `hd`, and `hlt'` is the inequality before $E$ is replaced by $g$.

```lean
/-- For `g ≥ 0`, `D > 0` and nonzero coupling, the two-band energy lies below the conduction
energy, by less than `p² / (3 (D + g))`. -/
theorem twoBand_error {g D p E : ℝ} (hg : 0 ≤ g) (hD : 0 < D) (hp : p ≠ 0)
    (hE : IsConductionEnergy g D p E) :
    twoBandEnergy g p < E ∧ E - twoBandEnergy g p < p ^ 2 / (3 * (D + g)) := by
  obtain ⟨hgE, h0⟩ := hE
  rw [kane_secular] at h0
  have hs : 0 < p ^ 2 := by positivity
  have hE0 : 0 < E := lt_of_le_of_lt hg hgE
  have hq : Real.sqrt (g ^ 2 + 8 * p ^ 2 / 3) ^ 2 = g ^ 2 + 8 * p ^ 2 / 3 :=
    Real.sq_sqrt (by positivity)
  have hr : g < Real.sqrt (g ^ 2 + 8 * p ^ 2 / 3) :=
    Real.lt_sqrt_of_sq_lt (by linarith)
  have he : g < twoBandEnergy g p := by
    unfold twoBandEnergy
    linarith
  have he0 : twoBandEnergy g p * (twoBandEnergy g p - g) = 2 * p ^ 2 / 3 := by
    unfold twoBandEnergy
    linear_combination hq / 4
  generalize twoBandEnergy g p = e at he he0 ⊢
  -- difference of the three-band and two-band secular equations
  have key : (E - e) * ((E + e - g) * (E + D)) = p ^ 2 * E / 3 := by
    linear_combination h0 - (E + D) * he0
  have hc : 0 < (E + e - g) * (E + D) := mul_pos (by linarith) (by linarith)
  have hd : 0 < E - e := by
    refine (mul_pos_iff_of_pos_right hc).1 ?_
    rw [key]
    positivity
  refine ⟨by linarith, ?_⟩
  have hx : 0 < (E - e) * (E + D) * (e - g) :=
    mul_pos (mul_pos hd (by linarith)) (by linarith)
  have hlt : (E - e) * (E + D) * E < p ^ 2 / 3 * E := by nlinarith [key, hx]
  have hlt' : (E - e) * (E + D) < p ^ 2 / 3 := lt_of_mul_lt_mul_right hlt hE0.le
  rw [lt_div_iff₀ (by linarith)]
  nlinarith [hlt', mul_pos hd (sub_pos.2 hgE)]
```

## A larger splitting lowers the conduction energy

Let $0 < D_1 < D_2$, with conduction energies $E_1$ and $E_2$. Evaluate the cubic for $D_2$ at the old energy $E_1$, and use $F_{D_1}(E_1) = 0$ to eliminate $E_1(E_1-g)$:
$$F_{D_2}(E_1)\,(E_1+D_1) = p^2\Big[\big(E_1+\tfrac23 D_1\big)(E_1+D_2) - \big(E_1+\tfrac23 D_2\big)(E_1+D_1)\Big] = \tfrac13 p^2 E_1 (D_2-D_1) > 0 .$$
So $F_{D_2}(E_1) > 0$. If $E_2 \ge E_1$ held, then $F_{D_2}(E_2)$ would be positive too, either trivially or by the lemma on higher energies, although it is zero. Hence $E_2 < E_1$. Physically, the split-off level has moved further down and pushes the conduction level up less.

The identity is `hid`, and the two cases after `by_contra` are $E_2 = E_1$ and $E_2 > E_1$.

```lean
/-- For `g ≥ 0` and nonzero coupling, a larger positive spin-orbit splitting gives a strictly
lower conduction energy. -/
theorem conductionEnergy_lt {g p D₁ D₂ E₁ E₂ : ℝ} (hg : 0 ≤ g) (hp : p ≠ 0) (hD : 0 < D₁)
    (hDD : D₁ < D₂) (h₁ : IsConductionEnergy g D₁ p E₁) (h₂ : IsConductionEnergy g D₂ p E₂) :
    E₂ < E₁ := by
  obtain ⟨hg1, h1⟩ := h₁
  obtain ⟨_, h2⟩ := h₂
  rw [kane_secular] at h1 h2
  have hE : 0 < E₁ := lt_of_le_of_lt hg hg1
  have hs : 0 < p ^ 2 := by positivity
  -- the cubic for the larger splitting is already positive at the old energy
  have hpos : 0 < E₁ * (E₁ - g) * (E₁ + D₂) - p ^ 2 * (E₁ + 2 * D₂ / 3) := by
    have hc : 0 < E₁ + D₁ := by linarith
    refine (mul_pos_iff_of_pos_right hc).1 ?_
    have hid : (E₁ * (E₁ - g) * (E₁ + D₂) - p ^ 2 * (E₁ + 2 * D₂ / 3)) * (E₁ + D₁) =
        p ^ 2 * E₁ * (D₂ - D₁) / 3 := by
      linear_combination (E₁ + D₂) * h1
    rw [hid]
    exact div_pos (mul_pos (mul_pos hs hE) (sub_pos.2 hDD)) (by norm_num)
  by_contra hn
  rcases (not_lt.1 hn).eq_or_lt with h | h
  · rw [h] at hpos
    linarith
  · linarith [secular_pos_above hg (hD.trans hDD) hg1 h hpos.le]
```

## The limit of infinite splitting

The last theorem takes a function `E : ℝ → ℝ` whose value at every $D > 0$ is a conduction energy. By existence and uniqueness there is such a function, and its values for $D > 0$ are fixed; its values elsewhere play no role. The three parts of the conclusion say that `E` is strictly decreasing on $D > 0$ (`StrictAntiOn E (Set.Ioi 0)`), that it tends to $e$ as $D \to \infty$, and that $e < E(D)$ for every $D > 0$.

The first and third parts restate earlier results. For the limit, the error estimate gives
$$e < E(D) < e + \frac{p^2}{3(D+g)},$$
and the right side tends to $e$. Lean applies the squeeze theorem to these bounds, which are needed only for large $D$.

The comparison is between two Hamiltonians with the same $g$ and $p$. A two-band model whose coupling has been refitted, for instance to a measured effective mass, has a different $p$, and the sign of its error is a separate question.

```lean
/-- For `g ≥ 0` and nonzero coupling, the conduction energy strictly decreases with the
spin-orbit splitting `D > 0`, tends to the two-band energy as `D → ∞`, and always exceeds it. -/
theorem neglected_splitOff_underestimates {g p : ℝ} (hg : 0 ≤ g) (hp : p ≠ 0) (E : ℝ → ℝ)
    (hE : ∀ D, 0 < D → IsConductionEnergy g D p (E D)) :
    StrictAntiOn E (Set.Ioi 0) ∧ Tendsto E atTop (𝓝 (twoBandEnergy g p)) ∧
      ∀ D, 0 < D → twoBandEnergy g p < E D := by
  refine ⟨fun D₁ h₁ D₂ h₂ h => conductionEnergy_lt hg hp h₁ h (hE D₁ h₁) (hE D₂ h₂), ?_,
    fun D hD => (twoBand_error hg hD hp (hE D hD)).1⟩
  -- squeeze between the two-band energy and the error bound
  have h1 : Tendsto (fun D : ℝ => 3 * (D + g)) atTop atTop :=
    (tendsto_atTop_add_const_right _ g tendsto_id).const_mul_atTop (by norm_num)
  have h2 := (h1.const_div_atTop (p ^ 2)).const_add (twoBandEnergy g p)
  rw [add_zero] at h2
  refine tendsto_of_tendsto_of_tendsto_of_le_of_le' tendsto_const_nhds h2 ?_ ?_
  · filter_upwards [eventually_gt_atTop (0 : ℝ)] with D hD
    exact (twoBand_error hg hD hp (hE D hD)).1.le
  · filter_upwards [eventually_gt_atTop (0 : ℝ)] with D hD
    linarith [(twoBand_error hg hD hp (hE D hD)).2]

end

end KaneSplitOff
```

```lean
#print axioms KaneSplitOff.existsUnique_conductionEnergy
-- 'KaneSplitOff.existsUnique_conductionEnergy' depends on axioms: [propext, Classical.choice, Quot.sound]
#print axioms KaneSplitOff.twoBand_secular_iff
-- 'KaneSplitOff.twoBand_secular_iff' depends on axioms: [propext, Classical.choice, Quot.sound]
#print axioms KaneSplitOff.neglected_splitOff_underestimates
-- 'KaneSplitOff.neglected_splitOff_underestimates' depends on axioms: [propext, Classical.choice, Quot.sound]
```
